# The Gaussian-weighted least-squares fit of $r_{12}$ by Gaussians with fixed, distinct, non-negative exponents is unique

Q: "Best fit" means nothing until an error measure is chosen. Which one is used here, and is it physical?

A: The error is a one-dimensional integral over the interelectronic distance $r=r_{12}>0$, with measure $dr$ and weight $e^{-\chi r^2}$, where $\chi>0$. The weight stands for the range of distances at which the fit should be good, roughly $r\lesssim 1/\sqrt{\chi}$. Some such damping is needed, because $r$ grows without bound and a sum of Gaussians does not. The volume element $r^2\,dr$ is absent, and including it would in general change the best coefficients. Both the weight and the measure are postulated, not derived from an electron-pair density.

```lean
import Mathlib

open MeasureTheory Set Filter Topology Matrix

namespace GaussianGeminalFit

noncomputable section

variable {n : ℕ}
```

Q: What is being fitted to $r$?

A: A Gaussian geminal with $n$ fixed real exponents $a_j$ and real coefficients $c_j$,
$$g_c(r)=\sum_j c_j e^{-a_j r^2}.$$
Only the coefficients vary. In Lean, `a` and `c` are functions from `Fin n` to the reals, so $j$ runs from $0$ to $n-1$. The theorems about integrals assume $a_j\ge 0$, and one exponent may therefore be zero, which puts a constant term in the geminal.

```lean
/-- The Gaussian geminal `∑ j, c j * exp (-a j * r ^ 2)` as a function of the distance `r`. -/
def geminal (a c : Fin n → ℝ) (r : ℝ) : ℝ := ∑ j, c j * Real.exp (-a j * r ^ 2)
```

Q: And the matrix and vector of the least-squares problem?

A: They are defined as integrals, so no closed form is built in. The overlap matrix `fitGram` is
$$S_{jk}=\int_0^\infty e^{-(a_j+a_k+\chi)r^2}\,dr .$$

```lean
/-- The overlap matrix of the Gaussians on `r > 0` with weight `exp (-χ * r ^ 2)`. -/
def fitGram (a : Fin n → ℝ) (χ : ℝ) : Matrix (Fin n) (Fin n) ℝ :=
  Matrix.of fun j k => ∫ r in Ioi (0 : ℝ), Real.exp (-(a j + a k + χ) * r ^ 2)
```

The moment vector `fitMoment` is the weighted overlap of the target $r$ with each Gaussian,
$$M_k=\int_0^\infty r\,e^{-(a_k+\chi)r^2}\,dr .$$

```lean
/-- The weighted overlaps of the distance `r` with each Gaussian. -/
def fitMoment (a : Fin n → ℝ) (χ : ℝ) (k : Fin n) : ℝ :=
  ∫ r in Ioi (0 : ℝ), r * Real.exp (-(a k + χ) * r ^ 2)
```

The quantity to be minimised, `fitError`, is
$$E(c)=\int_0^\infty \bigl(r-g_c(r)\bigr)^2 e^{-\chi r^2}\,dr .$$

```lean
/-- The weighted squared error made when the distance `r` is replaced by the geminal. -/
def fitError (a : Fin n → ℝ) (χ : ℝ) (c : Fin n → ℝ) : ℝ :=
  ∫ r in Ioi (0 : ℝ), (r - geminal a c r) ^ 2 * Real.exp (-χ * r ^ 2)
```

Q: Lean assigns the value zero to a divergent integral. How do I know that these numbers are real overlaps?

A: The first theorem proves convergence along with the value. Since $a_j+a_k+\chi>0$, half of the full-line Gaussian integral gives
$$S_{jk}=\tfrac12\sqrt{\frac{\pi}{a_j+a_k+\chi}} .$$
The proof takes integrability and the half-line integral from Mathlib.

```lean
/-- Each overlap integral converges and equals `(1/2) √(π / (a j + a k + χ))`. -/
theorem fitGram_entry {a : Fin n → ℝ} {χ : ℝ} (ha : ∀ j, 0 ≤ a j) (hχ : 0 < χ)
    (j k : Fin n) :
    Integrable (fun r : ℝ => Real.exp (-(a j + a k + χ) * r ^ 2))
      (volume.restrict (Ioi 0)) ∧
    fitGram a χ j k = 1 / 2 * √(Real.pi / (a j + a k + χ)) := by
  refine ⟨(integrable_exp_neg_mul_sq (by linarith [ha j, ha k])).integrableOn, ?_⟩
  simp only [fitGram, Matrix.of_apply]
  rw [integral_gaussian_Ioi]
  ring
```

For the moments, put $b=a_k+\chi>0$. The function $-\frac{1}{2b}e^{-br^2}$ has derivative $r e^{-br^2}$, tends to $0$ at infinity and equals $-\frac1{2b}$ at $r=0$. Hence
$$M_k=\frac{1}{2(a_k+\chi)} .$$
In the proof, `hd` is the derivative, `ht` is the limit, and the fundamental theorem of calculus on the half-line joins them.

```lean
/-- The weighted overlap of the distance with the Gaussian `k` is `1 / (2 (a k + χ))`. -/
theorem fitMoment_eq {a : Fin n → ℝ} {χ : ℝ} (ha : ∀ j, 0 ≤ a j) (hχ : 0 < χ)
    (k : Fin n) : fitMoment a χ k = 1 / (2 * (a k + χ)) := by
  have hb : 0 < a k + χ := by linarith [ha k]
  unfold fitMoment
  generalize a k + χ = b at hb ⊢
  -- an antiderivative of the integrand is a multiple of the Gaussian itself
  have hd : ∀ x ∈ Ici (0 : ℝ), HasDerivAt
      (fun r : ℝ => -(1 / (2 * b)) * Real.exp (-b * r ^ 2))
      (x * Real.exp (-b * x ^ 2)) x := by
    intro x _
    have h2 : HasDerivAt (fun r : ℝ => r ^ 2) (2 * x) x := by
      simpa using hasDerivAt_pow 2 x
    have hbb : 1 / (2 * b) * (2 * b) = 1 := one_div_mul_cancel (by positivity)
    refine (((h2.const_mul (-b)).exp).const_mul (-(1 / (2 * b)))).congr_deriv ?_
    linear_combination x * Real.exp (-b * x ^ 2) * hbb
  have ht : Tendsto (fun r : ℝ => -(1 / (2 * b)) * Real.exp (-b * r ^ 2)) atTop
      (𝓝 (-(1 / (2 * b)) * 0)) :=
    (Real.tendsto_exp_atBot.comp
      ((tendsto_pow_atTop two_ne_zero).const_mul_atTop_of_neg (neg_neg_of_pos hb))).const_mul _
  rw [integral_Ioi_of_hasDerivAt_of_tendsto' hd
    (integrable_mul_exp_neg_mul_sq hb).integrableOn ht]
  simp
```

Q: Uniqueness needs the Gaussians to be linearly independent. Where does that come from?

A: From sampling. Suppose $g_c(r)=0$ for all $r>0$. Evaluate it at $r^2=m+1$ for $m=0,\dots,n-1$, and write $x_j=e^{-a_j}$:
$$0=\sum_j c_j e^{-a_j(m+1)}=\sum_j (c_jx_j)\,x_j^{\,m}.$$
This is a linear system for the numbers $c_jx_j$ with the Vandermonde matrix $x_j^{\,m}$. Distinct $a_j$ give distinct $x_j$, so its determinant is nonzero and every $c_jx_j$ vanishes. As $x_j>0$, every $c_j$ vanishes too. Distinctness is the hypothesis `Function.Injective a`. The statement `hv` in the proof says that the vector $c_jx_j$ is zero, and the last lines divide out the exponential.

```lean
/-- Gaussians with distinct exponents are linearly independent on `r > 0`. -/
theorem geminal_independent {a c : Fin n → ℝ} (hinj : Function.Injective a)
    (hc : ∀ r, 0 < r → geminal a c r = 0) : c = 0 := by
  have hv : (fun j => c j * Real.exp (-a j)) = 0 := by
    apply Matrix.eq_zero_of_vecMul_eq_zero
      (M := Matrix.vandermonde fun j => Real.exp (-a j))
    · exact Matrix.det_vandermonde_ne_zero_iff.mpr
        fun i j h => hinj (neg_inj.mp (Real.exp_injective h))
    · -- sampling at r² = m + 1 gives a Vandermonde system
      ext m
      have h := hc (√(((m : ℕ) : ℝ) + 1)) (by positivity)
      simp only [geminal, Real.sq_sqrt (show (0 : ℝ) ≤ ((m : ℕ) : ℝ) + 1 by positivity)] at h
      refine Eq.trans ?_ h
      simp only [Matrix.vecMul, dotProduct, Matrix.vandermonde_apply]
      refine Finset.sum_congr rfl fun j _ => ?_
      rw [← Real.exp_nat_mul, mul_assoc, ← Real.exp_add]
      congr 2
      ring
  funext j
  have h := congrFun hv j
  simpa [Real.exp_ne_zero] using h
```

Q: Independence concerns functions, whereas positive definiteness concerns a matrix. What connects them?

A: The quadratic form is the square of a weighted norm of the geminal. Multiplying out the square gives
$$g_c(r)^2e^{-\chi r^2}=\sum_{j,k}c_jc_k\,e^{-(a_j+a_k+\chi)r^2},$$
and integrating term by term gives
$$c^{\mathsf T}Sc=\int_0^\infty g_c(r)^2e^{-\chi r^2}\,dr .$$
The pointwise identity is `hp`. The integral may be exchanged with the finite sums because each term is integrable. In the code, `c ⬝ᵥ fitGram a χ *ᵥ c` is $c^{\mathsf T}Sc$.

```lean
/-- The quadratic form of the overlap matrix is the convergent weighted integral of the
squared geminal. -/
theorem fitGram_quadratic {a : Fin n → ℝ} {χ : ℝ} (ha : ∀ j, 0 ≤ a j) (hχ : 0 < χ)
    (c : Fin n → ℝ) :
    Integrable (fun r => geminal a c r ^ 2 * Real.exp (-χ * r ^ 2))
      (volume.restrict (Ioi 0)) ∧
    c ⬝ᵥ fitGram a χ *ᵥ c =
      ∫ r in Ioi (0 : ℝ), geminal a c r ^ 2 * Real.exp (-χ * r ^ 2) := by
  have hp : ∀ r, geminal a c r ^ 2 * Real.exp (-χ * r ^ 2) =
      ∑ j, ∑ k, c j * c k * Real.exp (-(a j + a k + χ) * r ^ 2) := by
    intro r
    rw [pow_two (geminal a c r)]
    unfold geminal
    rw [Finset.sum_mul_sum, Finset.sum_mul]
    refine Finset.sum_congr rfl fun j _ => ?_
    rw [Finset.sum_mul]
    refine Finset.sum_congr rfl fun k _ => ?_
    rw [show -(a j + a k + χ) * r ^ 2 = -a j * r ^ 2 + -a k * r ^ 2 + -χ * r ^ 2 by ring,
      Real.exp_add, Real.exp_add]
    ring
  have hi := fun j k => (fitGram_entry ha hχ j k).1.const_mul (c j * c k)
  simp_rw [hp]
  refine ⟨integrable_finsetSum _ fun j _ => integrable_finsetSum _ fun k _ => hi j k, ?_⟩
  rw [integral_finsetSum _ fun j _ => integrable_finsetSum _ fun k _ => hi j k]
  simp only [dotProduct, Matrix.mulVec, Finset.mul_sum]
  refine Finset.sum_congr rfl fun j _ => ?_
  rw [integral_finsetSum _ fun k _ => hi j k]
  refine Finset.sum_congr rfl fun k _ => ?_
  rw [integral_const_mul]
  simp only [fitGram, Matrix.of_apply]
  ring
```

The integrand is non-negative, so $c^{\mathsf T}Sc\ge0$. If the integral is zero, the integrand vanishes for almost every $r>0$. It is continuous, so it vanishes at every $r>0$. The weight is never zero, so $g_c(r)=0$ there, and independence gives $c=0$. With the symmetry of $S$, this is positive definiteness. The Lean proof follows the same route: `hae` is the almost-everywhere statement, and `heq` upgrades it to the whole open half-line.

```lean
/-- The overlap matrix of Gaussians with distinct exponents is positive definite. -/
theorem fitGram_posDef {a : Fin n → ℝ} {χ : ℝ} (ha : ∀ j, 0 ≤ a j) (hχ : 0 < χ)
    (hinj : Function.Injective a) : (fitGram a χ).PosDef := by
  refine Matrix.posDef_iff_dotProduct_mulVec.mpr ⟨?_, fun c hc => ?_⟩
  · ext j k
    simp only [Matrix.conjTranspose_apply, star_trivial, fitGram, Matrix.of_apply,
      add_comm (a k) (a j)]
  · obtain ⟨hi, hq⟩ := fitGram_quadratic ha hχ c
    have h0 : ∀ r, 0 ≤ geminal a c r ^ 2 * Real.exp (-χ * r ^ 2) :=
      fun r => mul_nonneg (sq_nonneg _) (Real.exp_pos _).le
    rw [star_trivial, hq]
    refine lt_of_le_of_ne (integral_nonneg h0) fun h => hc ?_
    -- a vanishing integral forces the continuous geminal to vanish for all r > 0
    have hae := (integral_eq_zero_iff_of_nonneg h0 hi).mp h.symm
    have hcont : Continuous fun r => geminal a c r ^ 2 * Real.exp (-χ * r ^ 2) := by
      unfold geminal
      fun_prop
    have heq := Measure.eqOn_open_of_ae_eq hae isOpen_Ioi hcont.continuousOn
      (continuous_const : Continuous fun _ : ℝ => (0 : ℝ)).continuousOn
    refine geminal_independent hinj fun r hr => ?_
    have h1 : geminal a c r ^ 2 * Real.exp (-χ * r ^ 2) = 0 := heq hr
    simpa [Real.exp_ne_zero] using h1
```

Q: Now the fit itself. Is the error really a quadratic function of the coefficients?

A: Yes. Expand the square:
$$(r-g_c)^2e^{-\chi r^2}=r^2e^{-\chi r^2}-2r\,g_c\,e^{-\chi r^2}+g_c^2e^{-\chi r^2}.$$
The first term integrates to a constant independent of $c$, the middle one to $-2c^{\mathsf T}M$, and the last to $c^{\mathsf T}Sc$. So
$$E(c)=\int_0^\infty r^2e^{-\chi r^2}\,dr-2c^{\mathsf T}M+c^{\mathsf T}Sc .$$
In the Lean proof, `hp` is the expanded square and `hm` identifies the middle integral with $c^{\mathsf T}M$. The three parts are separately integrable (`h1`, `h2`, `h3`), which permits the integral to be split.

```lean
/-- The fit error is a quadratic function of the coefficients, built from the moments and
the overlap matrix. -/
theorem fitError_expand {a : Fin n → ℝ} {χ : ℝ} (ha : ∀ j, 0 ≤ a j) (hχ : 0 < χ)
    (c : Fin n → ℝ) :
    fitError a χ c = (∫ r in Ioi (0 : ℝ), r ^ 2 * Real.exp (-χ * r ^ 2))
      - 2 * (c ⬝ᵥ fitMoment a χ) + c ⬝ᵥ fitGram a χ *ᵥ c := by
  obtain ⟨h3, hq⟩ := fitGram_quadratic ha hχ c
  have hi : ∀ j, Integrable (fun r : ℝ => c j * (r * Real.exp (-(a j + χ) * r ^ 2)))
      (volume.restrict (Ioi 0)) := fun j =>
    ((integrable_mul_exp_neg_mul_sq (by linarith [ha j])).restrict).const_mul _
  have h1 : Integrable (fun r : ℝ => r ^ 2 * Real.exp (-χ * r ^ 2))
      (volume.restrict (Ioi 0)) := by
    have h := integrable_rpow_mul_exp_neg_mul_sq hχ (s := (2 : ℝ)) (by norm_num)
    simp only [Real.rpow_two] at h
    exact h.restrict
  have h2 : Integrable (fun r : ℝ => 2 * ∑ j, c j * (r * Real.exp (-(a j + χ) * r ^ 2)))
      (volume.restrict (Ioi 0)) := (integrable_finsetSum _ fun j _ => hi j).const_mul 2
  have h12 : Integrable (fun r : ℝ => r ^ 2 * Real.exp (-χ * r ^ 2)
      - 2 * ∑ j, c j * (r * Real.exp (-(a j + χ) * r ^ 2)))
      (volume.restrict (Ioi 0)) := h1.sub h2
  have hm : ∫ r in Ioi (0 : ℝ), ∑ j, c j * (r * Real.exp (-(a j + χ) * r ^ 2)) =
      c ⬝ᵥ fitMoment a χ := by
    rw [integral_finsetSum _ fun j _ => hi j]
    simp only [integral_const_mul, dotProduct, fitMoment]
  have hp : ∀ r, (r - geminal a c r) ^ 2 * Real.exp (-χ * r ^ 2) =
      r ^ 2 * Real.exp (-χ * r ^ 2) - 2 * ∑ j, c j * (r * Real.exp (-(a j + χ) * r ^ 2))
        + geminal a c r ^ 2 * Real.exp (-χ * r ^ 2) := by
    intro r
    have hl : ∑ j, c j * (r * Real.exp (-(a j + χ) * r ^ 2)) =
        geminal a c r * (r * Real.exp (-χ * r ^ 2)) := by
      unfold geminal
      rw [Finset.sum_mul]
      refine Finset.sum_congr rfl fun j _ => ?_
      rw [show -(a j + χ) * r ^ 2 = -a j * r ^ 2 + -χ * r ^ 2 by ring, Real.exp_add]
      ring
    rw [hl]
    ring
  unfold fitError
  simp_rw [hp]
  rw [integral_add h12 h3, integral_sub h1 h2, integral_const_mul, hm, hq]
```

Q: Setting the gradient to zero gives $Sc=M$, but that only finds a stationary point.

A: The proof uses no gradient. Since $S$ is positive definite, it is invertible, and $e=S^{-1}M$ solves $Se=M$. For any coefficients $d$, insert $M=Se$ into the expansion and use the symmetry of $S$:
$$E(d)-E(e)=d^{\mathsf T}Sd-2d^{\mathsf T}Se+e^{\mathsf T}Se=(d-e)^{\mathsf T}S(d-e).$$
The right-hand side is positive unless $d=e$. Thus $e$ is a global minimiser, and there is no other.

The theorem `r12_fit_unique` puts this as an equivalence: $E(c)\le E(d)$ holds for all $d$ if and only if $c=S^{-1}M$. Read from right to left, it says that the fit exists; read from left to right, that it is unique. In the proof, `hn` is the system $Se=M$ and `hsq` is the completed square. The two directions then follow from `hpos`, the positivity of the quadratic form.

```lean
/-- For distinct non-negative exponents and `χ > 0`, coefficients minimise the weighted error of the
Gaussian fit to the interelectronic distance exactly when they are the inverse overlap matrix
applied to the moments. -/
theorem r12_fit_unique {a : Fin n → ℝ} {χ : ℝ} (ha : ∀ j, 0 ≤ a j) (hχ : 0 < χ)
    (hinj : Function.Injective a) (c : Fin n → ℝ) :
    (∀ d, fitError a χ c ≤ fitError a χ d) ↔ c = (fitGram a χ)⁻¹ *ᵥ fitMoment a χ := by
  have hS := fitGram_posDef ha hχ hinj
  have hpos : ∀ x : Fin n → ℝ, x ≠ 0 → 0 < x ⬝ᵥ fitGram a χ *ᵥ x := fun x hx => by
    have h := hS.dotProduct_mulVec_pos hx
    rwa [star_trivial] at h
  have hT : (fitGram a χ)ᵀ = fitGram a χ := by
    ext j k
    simp only [Matrix.transpose_apply, fitGram, Matrix.of_apply, add_comm (a k) (a j)]
  obtain ⟨e, he⟩ : ∃ e, e = (fitGram a χ)⁻¹ *ᵥ fitMoment a χ := ⟨_, rfl⟩
  have hn : fitGram a χ *ᵥ e = fitMoment a χ := by
    rw [he, Matrix.mulVec_mulVec, Matrix.mul_nonsing_inv _ hS.det_pos.ne'.isUnit,
      Matrix.one_mulVec]
  -- completing the square around the solution of the normal equations
  have hsq : ∀ d, fitError a χ d =
      fitError a χ e + (d - e) ⬝ᵥ fitGram a χ *ᵥ (d - e) := by
    intro d
    have hsym : e ⬝ᵥ fitGram a χ *ᵥ d = d ⬝ᵥ fitGram a χ *ᵥ e := by
      rw [Matrix.dotProduct_mulVec, ← Matrix.mulVec_transpose, hT, dotProduct_comm]
    rw [fitError_expand ha hχ d, fitError_expand ha hχ e, Matrix.mulVec_sub,
      sub_dotProduct, dotProduct_sub, dotProduct_sub, hsym, ← hn]
    ring
  rw [← he]
  constructor
  · intro hmin
    by_contra hne
    have h := hmin e
    rw [hsq c] at h
    linarith [hpos (c - e) (sub_ne_zero.mpr hne)]
  · rintro rfl d
    rw [hsq d]
    rcases eq_or_ne (d - c) 0 with h | h
    · simp [h]
    · linarith [hpos (d - c) h]
```

Q: Is distinctness of the exponents a convenience of the proof, or does the matrix need it?

A: The matrix needs it. If $a_i=a_j$ with $i\ne j$, rows $i$ and $j$ of $S$ are equal and $\det S=0$. Conversely, distinct exponents make $S$ positive definite, so $\det S>0$. The last theorem records the equivalence for non-negative exponents and $\chi>0$. The physical reading is plain: two identical Gaussians can trade coefficients without changing the geminal.

```lean
/-- The overlap matrix is nonsingular exactly when the exponents are pairwise distinct. -/
theorem fitGram_det_ne_zero_iff {a : Fin n → ℝ} {χ : ℝ} (ha : ∀ j, 0 ≤ a j)
    (hχ : 0 < χ) : (fitGram a χ).det ≠ 0 ↔ Function.Injective a := by
  refine ⟨fun h i j hij => ?_, fun h => (fitGram_posDef ha hχ h).det_pos.ne'⟩
  by_contra hne
  -- equal exponents give equal rows
  exact h (Matrix.det_zero_of_row_eq hne (by funext k; simp [fitGram, hij]))

end

end GaussianGeminalFit
```

```lean
#print axioms GaussianGeminalFit.fitMoment_eq
#print axioms GaussianGeminalFit.r12_fit_unique
#print axioms GaussianGeminalFit.fitGram_det_ne_zero_iff
```

```
'GaussianGeminalFit.fitMoment_eq' depends on axioms: [propext, Classical.choice, Quot.sound]
'GaussianGeminalFit.r12_fit_unique' depends on axioms: [propext, Classical.choice, Quot.sound]
'GaussianGeminalFit.fitGram_det_ne_zero_iff' depends on axioms: [propext, Classical.choice, Quot.sound]
```

Q: What may I take from this into an explicitly correlated calculation?

A: When a linear $r_{12}$ correlation factor is replaced by a sum of Gaussians with fixed, distinct, non-negative exponents, this radial least-squares criterion with a given $\chi>0$ determines the coefficients completely, and they come from one linear system whose entries are known in closed form. The result concerns a function of one distance, with no wavefunction or Hamiltonian in it. It doesn't say how fast the remaining error falls as Gaussians are added, how to choose the exponents or $\chi$, or how well conditioned $S$ is when two exponents lie close together.
